# The winding density of a massive Dirac valley integrates to $2\pi\tau\,\mathrm{sign}(m)$

Near the two inequivalent corners of the honeycomb Brillouin zone, the two bands of the Haldane model look, to linear order in momentum, like Dirac cones with a mass. How much does the pseudospin direction wind around one such valley, and how does the answer depend on the sign of the mass?

```lean
import Mathlib

open MeasureTheory Filter Topology Matrix Real

namespace HaldaneDiracValley

noncomputable section

/-- The Euclidean length of a three-component vector. -/
def vecLength (v : Fin 3 → ℝ) : ℝ := √(v ⬝ᵥ v)

/-- The direction `v / |v|` of a nonzero vector `v`. -/
def unitVector (v : Fin 3 → ℝ) : Fin 3 → ℝ := (vecLength v)⁻¹ • v

/-- The triple product `n · (∂x n × ∂y n)` of the direction `n = d / |d|`, at momenta where
`d` is nonzero and differentiable along both axes. -/
def windingDensity (d : ℝ → ℝ → Fin 3 → ℝ) (kx ky : ℝ) : ℝ :=
  unitVector (d kx ky) ⬝ᵥ
    (deriv (fun x => unitVector (d x ky)) kx ⨯₃ deriv (fun y => unitVector (d kx y)) ky)

/-- The vector `d(k) = (τ kx, ky, m)` of a Dirac valley. -/
def diracVector (τ m kx ky : ℝ) : Fin 3 → ℝ := ![τ * kx, ky, m]

/-- The power `3/2` of a nonnegative number is the cube of its square root. -/
theorem rpow_three_halves {q : ℝ} (hq : 0 ≤ q) : q ^ (3 / 2 : ℝ) = √q ^ 3 := by
  rw [Real.sqrt_eq_rpow, ← Real.rpow_natCast, ← Real.rpow_mul hq]
  norm_num

/-- The derivative of the direction of a moving vector, at a time when the vector is nonzero
and differentiable. -/
theorem hasDerivAt_unitVector {d : ℝ → Fin 3 → ℝ} {d' : Fin 3 → ℝ} {t : ℝ}
    (h : HasDerivAt d d' t) (h0 : d t ≠ 0) :
    HasDerivAt (fun s => unitVector (d s))
      ((vecLength (d t))⁻¹ • d' - ((d t ⬝ᵥ d') / vecLength (d t) ^ 3) • d t) t := by
  have hc := hasDerivAt_pi.1 h
  have hpos : 0 < d t ⬝ᵥ d t := by
    have hn : 0 ≤ d t ⬝ᵥ d t := Finset.sum_nonneg fun i _ => mul_self_nonneg (d t i)
    exact lt_of_le_of_ne hn fun h' => h0 (dotProduct_self_eq_zero.1 h'.symm)
  -- the squared length changes at the rate 2 d · d'
  have hq : HasDerivAt (fun s => d s ⬝ᵥ d s) (2 * (d t ⬝ᵥ d')) t := by
    have h1 := HasDerivAt.fun_sum (u := Finset.univ) (fun i _ => (hc i).fun_mul (hc i))
    refine h1.congr_deriv ?_
    simp only [dotProduct, Finset.mul_sum]
    exact Finset.sum_congr rfl fun i _ => by ring
  have hs : HasDerivAt (fun s => (vecLength (d s))⁻¹)
      (-(2 * (d t ⬝ᵥ d') / (2 * vecLength (d t))) / vecLength (d t) ^ 2) t :=
    (hq.sqrt hpos.ne').inv (Real.sqrt_pos.2 hpos).ne'
  rw [hasDerivAt_pi]
  intro i
  have h2 : HasDerivAt (fun s => (vecLength (d s))⁻¹ * d s i)
      (-(2 * (d t ⬝ᵥ d') / (2 * vecLength (d t))) / vecLength (d t) ^ 2 * d t i
        + (vecLength (d t))⁻¹ * d' i) t := hs.mul (hc i)
  refine h2.congr_deriv ?_
  simp only [Pi.sub_apply, Pi.smul_apply, smul_eq_mul]
  ring

/-- Where `d` is nonzero and has partial derivatives `a` and `b`, the triple product of its
direction equals `d · (a × b) / |d|³`. -/
theorem windingDensity_eq {d : ℝ → ℝ → Fin 3 → ℝ} {a b : Fin 3 → ℝ} {kx ky : ℝ}
    (hx : HasDerivAt (fun x => d x ky) a kx) (hy : HasDerivAt (fun y => d kx y) b ky)
    (h0 : d kx ky ≠ 0) :
    windingDensity d kx ky = d kx ky ⬝ᵥ (a ⨯₃ b) / vecLength (d kx ky) ^ 3 := by
  rw [windingDensity, (hasDerivAt_unitVector hx h0).deriv, (hasDerivAt_unitVector hy h0).deriv]
  -- the components along d drop out of the triple product
  generalize (d kx ky ⬝ᵥ a) / vecLength (d kx ky) ^ 3 = α
  generalize (d kx ky ⬝ᵥ b) / vecLength (d kx ky) ^ 3 = β
  unfold unitVector
  generalize vecLength (d kx ky) = L
  simp only [cross_apply, dotProduct, Fin.sum_univ_three, Pi.smul_apply, Pi.sub_apply,
    smul_eq_mul, Matrix.cons_val_zero, Matrix.cons_val_one, Matrix.cons_val]
  ring

/-- For `τ = ±1` and `m ≠ 0` the direction of the Dirac vector is differentiable along both
momentum axes, and its triple product is `τ m / (k² + m²)^(3/2)`. -/
theorem dirac_windingDensity {τ m : ℝ} (hτ : τ = 1 ∨ τ = -1) (hm : m ≠ 0) (kx ky : ℝ) :
    DifferentiableAt ℝ (fun x => unitVector (diracVector τ m x ky)) kx ∧
    DifferentiableAt ℝ (fun y => unitVector (diracVector τ m kx y)) ky ∧
    windingDensity (diracVector τ m) kx ky
      = τ * m / (kx ^ 2 + ky ^ 2 + m ^ 2) ^ (3 / 2 : ℝ) := by
  have hx : HasDerivAt (fun x => diracVector τ m x ky) ![τ, 0, 0] kx := by
    rw [hasDerivAt_pi]
    intro i
    fin_cases i
    exacts [((hasDerivAt_id kx).const_mul τ).congr_deriv (mul_one τ),
      hasDerivAt_const kx ky, hasDerivAt_const kx m]
  have hy : HasDerivAt (fun y => diracVector τ m kx y) ![0, 1, 0] ky := by
    rw [hasDerivAt_pi]
    intro i
    fin_cases i
    exacts [hasDerivAt_const ky (τ * kx), hasDerivAt_id ky, hasDerivAt_const ky m]
  have h0 : diracVector τ m kx ky ≠ 0 := fun h => hm (congrFun h 2)
  refine ⟨(hasDerivAt_unitVector hx h0).differentiableAt,
    (hasDerivAt_unitVector hy h0).differentiableAt, ?_⟩
  have hτ2 : τ ^ 2 = 1 := by rcases hτ with h | h <;> rw [h] <;> norm_num
  have hq : diracVector τ m kx ky ⬝ᵥ diracVector τ m kx ky = kx ^ 2 + ky ^ 2 + m ^ 2 := by
    simp only [diracVector, dotProduct, Fin.sum_univ_three, Matrix.cons_val_zero,
      Matrix.cons_val_one, Matrix.cons_val]
    linear_combination kx ^ 2 * hτ2
  have ht : diracVector τ m kx ky ⬝ᵥ (![τ, 0, 0] ⨯₃ ![0, 1, 0]) = τ * m := by
    simp only [diracVector, cross_apply, dotProduct, Fin.sum_univ_three,
      Matrix.cons_val_zero, Matrix.cons_val_one, Matrix.cons_val]
    ring
  have hn : 0 ≤ kx ^ 2 + ky ^ 2 + m ^ 2 := by positivity
  rw [windingDensity_eq hx hy h0, ht, vecLength, hq, rpow_three_halves hn]

/-- The radial integral of `r / (r² + m²)^(3/2)` over `r > 0` is `1 / |m|` for `m ≠ 0`. -/
theorem radial_integral {m : ℝ} (hm : m ≠ 0) :
    ∫ r in Set.Ioi (0 : ℝ), r / (r ^ 2 + m ^ 2) ^ (3 / 2 : ℝ) = 1 / |m| := by
  have hd : ∀ r ∈ Set.Ici (0 : ℝ), HasDerivAt (fun s : ℝ => -(√(s ^ 2 + m ^ 2))⁻¹)
      (r / (r ^ 2 + m ^ 2) ^ (3 / 2 : ℝ)) r := by
    intro r _
    have hpos : 0 < r ^ 2 + m ^ 2 := by positivity
    have h1 : HasDerivAt (fun s : ℝ => s ^ 2 + m ^ 2) (2 * r) r :=
      ((hasDerivAt_pow 2 r).add_const (m ^ 2)).congr_deriv (by norm_num)
    have h2 : HasDerivAt (fun s : ℝ => -(√(s ^ 2 + m ^ 2))⁻¹)
        (-(-(2 * r / (2 * √(r ^ 2 + m ^ 2))) / √(r ^ 2 + m ^ 2) ^ 2)) r :=
      ((h1.sqrt hpos.ne').inv (Real.sqrt_pos.2 hpos).ne').neg
    refine h2.congr_deriv ?_
    rw [rpow_three_halves hpos.le]
    ring
  have h3 : Tendsto (fun r : ℝ => √(r ^ 2 + m ^ 2)) atTop atTop :=
    tendsto_atTop_mono (fun r => (le_abs_self r).trans
      (Real.abs_le_sqrt (by nlinarith [sq_nonneg m]))) tendsto_id
  have h4 : Tendsto (fun r : ℝ => -(√(r ^ 2 + m ^ 2))⁻¹) atTop (𝓝 (-0)) :=
    (tendsto_inv_atTop_zero.comp h3).neg
  rw [integral_Ioi_of_hasDerivAt_of_nonneg' hd
    (fun r hr => div_nonneg (le_of_lt hr) (by positivity)) h4]
  simp [Real.sqrt_sq_eq_abs]

/-- For `τ = ±1` and `m ≠ 0` the triple product of the Dirac valley is integrable over the
momentum plane, and its integral is `2π τ sign(m)`, of magnitude `2π`. -/
theorem dirac_valley_flux {τ m : ℝ} (hτ : τ = 1 ∨ τ = -1) (hm : m ≠ 0) :
    Integrable (fun p : ℝ × ℝ => windingDensity (diracVector τ m) p.1 p.2) ∧
    ∫ p : ℝ × ℝ, windingDensity (diracVector τ m) p.1 p.2 = 2 * π * τ * Real.sign m ∧
    |∫ p : ℝ × ℝ, windingDensity (diracVector τ m) p.1 p.2| = 2 * π := by
  have hI : ∫ p : ℝ × ℝ, windingDensity (diracVector τ m) p.1 p.2
      = 2 * π * τ * Real.sign m := by
    -- in polar coordinates the integrand depends on the radius only
    have key : ∀ p : ℝ × ℝ, p.1 • windingDensity (diracVector τ m)
        (polarCoord.symm p).1 (polarCoord.symm p).2
        = p.1 / (p.1 ^ 2 + m ^ 2) ^ (3 / 2 : ℝ) * (τ * m) := by
      intro p
      have h : (polarCoord.symm p).1 ^ 2 + (polarCoord.symm p).2 ^ 2 = p.1 ^ 2 := by
        simp only [polarCoord_symm_apply]
        linear_combination p.1 ^ 2 * Real.sin_sq_add_cos_sq p.2
      rw [(dirac_windingDensity hτ hm _ _).2.2, h, smul_eq_mul]
      ring
    have hp : ∫ p in Set.Ioi (0 : ℝ) ×ˢ Set.Ioo (-π) π,
        p.1 / (p.1 ^ 2 + m ^ 2) ^ (3 / 2 : ℝ) * (τ * m)
        = (∫ r in Set.Ioi (0 : ℝ), r / (r ^ 2 + m ^ 2) ^ (3 / 2 : ℝ))
          * ∫ _θ in Set.Ioo (-π) π, τ * m :=
      setIntegral_prod_mul (fun r : ℝ => r / (r ^ 2 + m ^ 2) ^ (3 / 2 : ℝ))
        (fun _ : ℝ => τ * m) _ _
    have hθ : ∫ _θ in Set.Ioo (-π) π, τ * m = 2 * π * (τ * m) := by
      rw [setIntegral_const, Real.volume_real_Ioo_of_le (by linarith [Real.pi_pos]),
        smul_eq_mul]
      ring
    have hs : m / |m| = Real.sign m := by
      rcases lt_or_gt_of_ne hm with h | h
      · rw [abs_of_neg h, Real.sign_of_neg h, div_neg, div_self hm]
      · rw [abs_of_pos h, Real.sign_of_pos h, div_self hm]
    rw [← integral_comp_polarCoord_symm
      (fun p : ℝ × ℝ => windingDensity (diracVector τ m) p.1 p.2)]
    simp only [key]
    rw [polarCoord_target, hp, radial_integral hm, hθ, ← hs]
    ring
  have habs : |∫ p : ℝ × ℝ, windingDensity (diracVector τ m) p.1 p.2| = 2 * π := by
    rw [hI]
    rcases hτ with h1 | h1 <;> rcases lt_or_gt_of_ne hm with h | h <;>
      simp [h1, Real.sign_of_neg, Real.sign_of_pos, h, abs_of_pos Real.pi_pos]
  refine ⟨?_, hI, habs⟩
  -- a non-integrable density would have integral zero in Lean
  by_contra h
  rw [integral_undef h, abs_zero] at habs
  linarith [Real.pi_pos]

/-- If `|M| < Δ`, the integrals for the valley `τ = 1` with mass `M + Δ` and the valley
`τ = -1` with mass `M - Δ` add up to `4π`. -/
theorem two_valley_flux {M Δ : ℝ} (h : |M| < Δ) :
    (∫ p : ℝ × ℝ, windingDensity (diracVector 1 (M + Δ)) p.1 p.2)
      + ∫ p : ℝ × ℝ, windingDensity (diracVector (-1) (M - Δ)) p.1 p.2 = 4 * π := by
  have h1 : 0 < M + Δ := by linarith [(abs_lt.1 h).1]
  have h2 : M - Δ < 0 := by linarith [(abs_lt.1 h).2]
  rw [(dirac_valley_flux (Or.inl rfl) h1.ne').2.1, (dirac_valley_flux (Or.inr rfl) h2.ne).2.1,
    Real.sign_of_pos h1, Real.sign_of_neg h2]
  ring

end

end HaldaneDiracValley
```

```lean
#print axioms HaldaneDiracValley.dirac_valley_flux
#print axioms HaldaneDiracValley.two_valley_flux
```

```
'HaldaneDiracValley.dirac_valley_flux' depends on axioms: [propext, Classical.choice, Quot.sound]
'HaldaneDiracValley.two_valley_flux' depends on axioms: [propext, Classical.choice, Quot.sound]
```

## One valley, its direction field and its total winding

A two-band Hamiltonian $H(\mathbf k)=\mathbf d(\mathbf k)\cdot\boldsymbol\sigma$, with $\boldsymbol\sigma$ the Pauli matrices, has energies $\pm|\mathbf d|$. Its eigenstates depend only on the direction $\mathbf n=\mathbf d/|\mathbf d|$. For a Dirac valley,

$$\mathbf d(\mathbf k)=(\tau k_x,\;k_y,\;m),$$

where $\mathbf k$ is measured from the corner of the Brillouin zone, $\tau=\pm1$ labels the valley and $m$ is the mass, in units where the Dirac velocity and $\hbar$ are one. The condition $m\neq0$ says that the valley is gapped: the smallest splitting is $2|m|$, at $\mathbf k=0$, so $\mathbf d$ never vanishes and $\mathbf n$ is defined everywhere.

In the code, `diracVector τ m kx ky` is this $\mathbf d$, a function `Fin 3 → ℝ` with components numbered 0, 1, 2. The length $|\mathbf d|=\sqrt{\mathbf d\cdot\mathbf d}$ is `vecLength`, and `unitVector` divides by it. For any field $\mathbf d$, `windingDensity` is

$$\mathbf n\cdot(\partial_x\mathbf n\times\partial_y\mathbf n),$$

with `⬝ᵥ` for the dot product, `⨯₃` for the cross product, and `deriv` for each partial derivative of the normalised field. The order, $x$ before $y$, fixes the sign.

The theorem `dirac_windingDensity` states that $\mathbf n$ is differentiable along both momentum axes at every $\mathbf k$, and that the density there is

$$\frac{\tau m}{(k_x^2+k_y^2+m^2)^{3/2}}.$$

The theorem `dirac_valley_flux` adds that this density is integrable over the plane `ℝ × ℝ` with its usual area measure, that its integral is $2\pi\tau\,\mathrm{sign}(m)$, and that the magnitude is $2\pi$. Geometrically, $\mathbf n$ points to a pole of the unit sphere at $\mathbf k=0$ and approaches the equator at large $|\mathbf k|$, so it sweeps out a hemisphere.

## Two valleys with masses of opposite sign

In the Haldane model the mass has two sources. A sublattice energy offset contributes $M$ at both valleys, while complex next-nearest-neighbour hopping contributes $\Delta$ at one and $-\Delta$ at the other. The theorem `two_valley_flux` takes valley $\tau=1$ with mass $M+\Delta$ and valley $\tau=-1$ with mass $M-\Delta$. Its hypothesis $|M|<\Delta$ means that the hopping term is positive and outweighs the offset. The two integrals then add up to $4\pi$.

The Berry curvature of either band is half the winding density, up to a sign set by the band and the convention. Dividing the integral by $4\pi$ therefore gives $\pm\tfrac12$ for one valley and $1$ for the pair. The latter matches the magnitude of the Chern number that fixes the quantised Hall conductance of the non-interacting Haldane insulator.

The theorems concern two separate infinite planes, with no honeycomb lattice and no integral over a Brillouin zone, so they do not establish the Chern number of the lattice model. If instead $|M|>|\Delta|$, the masses share a sign and the single-valley formula makes the contributions cancel, a consequence that the file does not state.

## Why only $\mathbf d\cdot(\partial_x\mathbf d\times\partial_y\mathbf d)$ survives

Write $L=|\mathbf d|$, $\mathbf a=\partial_x\mathbf d$ and $\mathbf b=\partial_y\mathbf d$. From $L^2=\mathbf d\cdot\mathbf d$ one gets $\partial_xL=(\mathbf d\cdot\mathbf a)/L$, and hence

$$\partial_x\mathbf n=\frac{\mathbf a}{L}-\alpha\,\mathbf d,\qquad \alpha=\frac{\mathbf d\cdot\mathbf a}{L^3}.$$

In the same way $\partial_y\mathbf n=\mathbf b/L-\beta\,\mathbf d$ with $\beta=(\mathbf d\cdot\mathbf b)/L^3$.

This is `hasDerivAt_unitVector`, stated for a vector moving along a curve and nonzero at the time considered. Its step `hq` differentiates the squared length, `hs` differentiates the inverse length, and the product rule is applied to each component.

The cross product expands to

$$\partial_x\mathbf n\times\partial_y\mathbf n=\frac{\mathbf a\times\mathbf b}{L^2}-\frac{\beta}{L}\,\mathbf a\times\mathbf d-\frac{\alpha}{L}\,\mathbf d\times\mathbf b+\alpha\beta\,\mathbf d\times\mathbf d.$$

The last term is zero, and the two middle terms are perpendicular to $\mathbf d$. Taking the dot product with $\mathbf n=\mathbf d/L$ leaves

$$\mathbf n\cdot(\partial_x\mathbf n\times\partial_y\mathbf n)=\frac{\mathbf d\cdot(\mathbf a\times\mathbf b)}{L^3}.$$

This is `windingDensity_eq`, valid for any field at a momentum where it is nonzero and has both partial derivatives. The proof uses `generalize` to replace $\alpha$, $\beta$ and $L$ by arbitrary numbers, which shows that the values of $\alpha$ and $\beta$ play no role. It then writes out the components, and `ring` confirms the identity.

For the Dirac vector, $\mathbf a=(\tau,0,0)$ and $\mathbf b=(0,1,0)$. Therefore $\mathbf a\times\mathbf b=(0,0,\tau)$ and $\mathbf d\cdot(\mathbf a\times\mathbf b)=\tau m$. Since $\tau^2=1$,

$$L^2=\tau^2k_x^2+k_y^2+m^2=k_x^2+k_y^2+m^2,$$

and the stated density follows. In `dirac_windingDensity`, the steps `hx` and `hy` supply the two derivatives, `h0` reads $\mathbf d\neq0$ off the third component, and `ht` and `hq` compute the numerator and $L^2$. The lemma `rpow_three_halves` identifies $L^3$ with the power $3/2$ of $L^2$.

## The integral over the momentum plane

With $k_x=r\cos\theta$ and $k_y=r\sin\theta$, the area element is $r\,dr\,d\theta$ and the density depends only on $r$:

$$\int\mathbf n\cdot(\partial_x\mathbf n\times\partial_y\mathbf n)\,d^2k=\tau m\int_{-\pi}^{\pi}d\theta\int_0^\infty\frac{r\,dr}{(r^2+m^2)^{3/2}}.$$

The radial integrand has an elementary antiderivative,

$$\frac{d}{dr}\left(-\frac1{\sqrt{r^2+m^2}}\right)=\frac{r}{(r^2+m^2)^{3/2}},$$

which tends to $0$ as $r\to\infty$ and equals $-1/\sqrt{m^2}=-1/|m|$ at $r=0$. The radial integral is therefore $1/|m|$, the angular one is $2\pi$, and the total is

$$2\pi\tau\,\frac{m}{|m|}=2\pi\tau\,\mathrm{sign}(m).$$

The place to be careful is $\sqrt{m^2}$. Replacing it by $m$ instead of $|m|$ cancels the mass altogether and gives $2\pi\tau$ for either sign of $m$. The contributions of the two valleys would then always cancel, and the distinction between $|M|<\Delta$ and $|M|>\Delta$ would be lost.

In `radial_integral`, `hd` checks the antiderivative and `h4` its limit at infinity. The fundamental theorem of calculus for a nonnegative integrand on a half-line then gives the value. In `dirac_valley_flux`, `key` rewrites the density in polar coordinates, including the factor $r$. The step `hp` separates the radial and angular integrals, `hθ` evaluates the angular one, and `hs` identifies $m/|m|$ with the sign.

Integrability is obtained last, by contradiction. Lean assigns the value zero to the integral of a non-integrable function, whereas the integral here has magnitude $2\pi$.

For the two valleys, $|M|<\Delta$ gives $M+\Delta>0$ and $M-\Delta<0$. The sum is then

$$2\pi(1)(1)+2\pi(-1)(-1)=4\pi.$$

The steps `h1` and `h2` of `two_valley_flux` establish these two signs, and the single-valley theorem supplies each term.
